# For a flux sample with values −1, 0, 1 and mean k > 0, the relative variance is 1/k − 1 + 2P(X = −1)/k²

Suppose a rate calculation scores each trajectory $+1$, $0$ or $-1$, and the average score is $k = 0.1$. If the error bar is taken from the formula for a success probability of $0.1$, the relative variance per trajectory is $1/k - 1 = 9$. If the average in fact came from 30% positive and 20% negative scores, the true value is 49, and a run planned with the first number is more than five times too short. The mean alone does not reveal the difference, because cancellation between positive and negative scores lowers the signal without lowering the noise.

## Signed outcomes of a trajectory

Scores of this kind arise in reactive-flux sampling when trajectories start on a dividing surface with initial conditions weighted by the absolute value of the normal velocity. A trajectory that is in the product region at the observation time is scored by the sign of its initial normal velocity, and any other trajectory is scored zero. The score is a random variable $X$ on a probability space $\Omega$ with probability measure $\mu$. Its mean $k = E[X]$ is dimensionless; an exactly known positive prefactor that turns it into a rate would cancel from the relative variance.

```lean
import Mathlib

open MeasureTheory ProbabilityTheory

namespace ReactiveFluxSampling

noncomputable section

variable {Ω : Type*} [MeasurableSpace Ω] {μ : Measure Ω} {X : Ω → ℝ}
```

The space `Ω` is arbitrary, so nothing is assumed about the dynamics. Here `μ` is only a measure; each theorem that needs total probability one adds `IsProbabilityMeasure μ`.

The variable must be measurable and satisfy $X(\omega) \in \{-1, 0, 1\}$ for every $\omega$.

```lean
/-- A flux-sampling variable: a measurable outcome with values -1, 0 and 1. -/
structure IsFluxSample (X : Ω → ℝ) : Prop where
  measurable : Measurable X
  values : ∀ ω, X ω = -1 ∨ X ω = 0 ∨ X ω = 1
```

This excludes estimators in which each trajectory keeps a continuous velocity weight.

The quantity of interest is the variance in units of the squared signal, $\mathrm{Var}(X)/E[X]^2$.

```lean
/-- The relative variance of a random variable: its variance divided by its squared mean. -/
def relVar (μ : Measure Ω) (X : Ω → ℝ) : ℝ :=
  variance X μ / (∫ ω, X ω ∂μ) ^ 2
```

The condition $k > 0$, imposed in the theorems on relative variance, says that there is a net forward signal to be resolved.

## The mean as a difference of two probabilities

The events $X = 1$, $X = 0$ and $X = -1$ have well-defined probabilities because $X$ is measurable.

```lean
lemma IsFluxSample.measurableSet_eq (hX : IsFluxSample X) (c : ℝ) :
    MeasurableSet {ω | X ω = c} :=
  hX.measurable (measurableSet_singleton c)
```

Since $|X| \le 1$, the second moment $E[X^2]$ is finite, and the variance may be written as $E[X^2] - E[X]^2$.

```lean
lemma IsFluxSample.memLp [IsProbabilityMeasure μ] (hX : IsFluxSample X) :
    MemLp X 2 μ := by
  refine MemLp.of_bound hX.measurable.aestronglyMeasurable 1 (Filter.Eventually.of_forall ?_)
  intro ω
  rcases hX.values ω with h | h | h <;> norm_num [h]
```

Write $\mathbf 1_A$ for the indicator of an event $A$, equal to 1 on $A$ and 0 elsewhere. Checking the three possible values gives

$$X = \mathbf 1_{X=1} - \mathbf 1_{X=-1},$$

and taking expectations gives

$$k = P(X=1) - P(X=-1).$$

```lean
/-- The mean flux is the probability of a positive outcome minus that of a negative one. -/
theorem mean_eq [IsProbabilityMeasure μ] (hX : IsFluxSample X) :
    ∫ ω, X ω ∂μ = μ.real {ω | X ω = 1} - μ.real {ω | X ω = -1} := by
  have hi : ∀ c : ℝ, Integrable ({ω | X ω = c}.indicator (1 : Ω → ℝ)) μ := fun c =>
    (integrable_const (1 : ℝ)).indicator (hX.measurableSet_eq c)
  -- X is the difference of two indicators
  have h : ∀ ω, X ω = {ω | X ω = 1}.indicator (1 : Ω → ℝ) ω
      - {ω | X ω = -1}.indicator (1 : Ω → ℝ) ω := by
    intro ω
    rcases hX.values ω with h | h | h <;> norm_num [Set.indicator, h]
  rw [integral_congr_ae (Filter.Eventually.of_forall h), integral_sub (hi 1) (hi (-1)),
    integral_indicator_one (hX.measurableSet_eq 1),
    integral_indicator_one (hX.measurableSet_eq (-1))]
```

In Lean the expectation is the integral `∫ ω, X ω ∂μ`, and `μ.real` gives the probability of an event as a real number. The three-way case split is `rcases hX.values ω`; the result then follows from linearity of the integral and the fact that the integral of an indicator is the probability of its event.

## Noise counts every nonzero outcome

Squaring removes the sign, so $X^2 = \mathbf 1_{X \neq 0}$ and

$$\mathrm{Var}(X) = E[X^2] - E[X]^2 = P(X \neq 0) - k^2.$$

```lean
/-- The variance is the probability of a nonzero outcome minus the squared mean. -/
theorem variance_eq [IsProbabilityMeasure μ] (hX : IsFluxSample X) :
    variance X μ = μ.real {ω | X ω ≠ 0} - (∫ ω, X ω ∂μ) ^ 2 := by
  -- the square of X is the indicator of a nonzero outcome
  have h : ∀ ω, (X ^ 2) ω = {ω | X ω ≠ 0}.indicator (1 : Ω → ℝ) ω := by
    intro ω
    rcases hX.values ω with h | h | h <;> norm_num [Set.indicator, h]
  have hm : MeasurableSet {ω | X ω ≠ 0} := (hX.measurableSet_eq 0).compl
  rw [variance_eq_sub hX.memLp, integral_congr_ae (Filter.Eventually.of_forall h),
    integral_indicator_one hm]
```

The same case split proves the identity for $X^2$, and `variance_eq_sub` supplies the formula for the variance, using the square integrability shown above.

A nonzero outcome is either $+1$ or $-1$, and never both. Therefore

$$P(X \neq 0) = P(X=1) + P(X=-1) = \bigl[P(X=1) - P(X=-1)\bigr] + 2P(X=-1) = k + 2P(X=-1).$$

```lean
/-- The probability of a nonzero outcome is the mean plus twice the probability of a
negative outcome. -/
theorem prob_nonzero_eq [IsProbabilityMeasure μ] (hX : IsFluxSample X) :
    μ.real {ω | X ω ≠ 0} = (∫ ω, X ω ∂μ) + 2 * μ.real {ω | X ω = -1} := by
  have hset : {ω | X ω ≠ 0} = {ω | X ω = 1} ∪ {ω | X ω = -1} := by
    ext ω
    simp only [Set.mem_ofPred_eq, Set.mem_union]
    rcases hX.values ω with h | h | h <;> norm_num [h]
  have hdisj : Disjoint {ω | X ω = 1} {ω | X ω = -1} := by
    rw [Set.disjoint_left]
    intro ω h1 h2
    simp only [Set.mem_ofPred_eq] at h1 h2
    linarith
  rw [hset, measureReal_union hdisj (hX.measurableSet_eq (-1)), mean_eq hX]
  ring
```

The proof establishes the union as `hset` and its disjointness as `hdisj`, adds the two probabilities, and substitutes the formula for the mean.

## The excess over the indicator value

Inserting this into the variance and dividing by $k^2$ gives

$$\frac{\mathrm{Var}(X)}{k^2} = \frac{k + 2P(X=-1) - k^2}{k^2} = \frac1k - 1 + \frac{2P(X=-1)}{k^2}.$$

```lean
/-- The relative variance exceeds 1/k - 1 by exactly twice the probability of a negative
outcome divided by k², where k is the positive mean. -/
theorem relVar_eq_add_excess [IsProbabilityMeasure μ] (hX : IsFluxSample X)
    {k : ℝ} (hk : 0 < k) (hmean : ∫ ω, X ω ∂μ = k) :
    relVar μ X = (1 / k - 1) + 2 * μ.real {ω | X ω = -1} / k ^ 2 := by
  have hk0 : k ≠ 0 := hk.ne'
  rw [relVar, variance_eq hX, prob_nonzero_eq hX, hmean]
  field_simp
  ring
```

The hypothesis `hmean` names the mean $k$, and `hk` makes it positive, so `field_simp` can clear the denominators.

Three statements follow. Dividing $P(X \neq 0) - k^2$ by $k^2$ gives

$$\frac{\mathrm{Var}(X)}{k^2} = \frac{P(X \neq 0)}{k^2} - 1.$$

The excess $2P(X=-1)/k^2$ is nonnegative, so the relative variance is at least $1/k - 1$. The excess is zero exactly when $P(X=-1) = 0$, which is the condition for equality.

```lean
/-- A flux-sampling variable with mean k > 0 has relative variance P(X ≠ 0)/k² - 1. This is
at least 1/k - 1, with equality exactly when negative outcomes have probability zero. -/
theorem relVar_flux_sample [IsProbabilityMeasure μ] (hX : IsFluxSample X)
    {k : ℝ} (hk : 0 < k) (hmean : ∫ ω, X ω ∂μ = k) :
    relVar μ X = μ.real {ω | X ω ≠ 0} / k ^ 2 - 1 ∧
    1 / k - 1 ≤ relVar μ X ∧
    (relVar μ X = 1 / k - 1 ↔ μ.real {ω | X ω = -1} = 0) := by
  have hk2 : k ^ 2 ≠ 0 := pow_ne_zero 2 hk.ne'
  have hex := relVar_eq_add_excess hX hk hmean
  refine ⟨?_, ?_, ?_⟩
  · -- divide the variance by the squared mean
    rw [relVar, variance_eq hX, hmean, sub_div, div_self hk2]
  · have : 0 ≤ 2 * μ.real {ω | X ω = -1} / k ^ 2 := by positivity
    linarith
  · -- equality means that the excess term vanishes
    rw [hex, add_eq_left, div_eq_zero_iff]
    simp [hk.ne']
```

The theorem is a conjunction of these three statements in the same order. The second part uses `positivity` for the sign of the excess, and the third reduces equality to a vanishing fraction. Equality requires negative outcomes to have probability zero; it does not require the set of such outcomes to be empty.

The number $1/k - 1$ is the relative variance of a yes-or-no experiment with the same mean. If $A$ is an event with $P(A) = k$, its indicator takes only the values 0 and 1, so it is a flux sample with mean $k$ and no negative outcomes. The equality case then gives

$$\frac{\mathrm{Var}(\mathbf 1_A)}{k^2} = \frac1k - 1.$$

```lean
/-- The 0-1 indicator of an event of probability k > 0 has relative variance 1/k - 1. -/
theorem relVar_indicator [IsProbabilityMeasure μ] {A : Set Ω} (hA : MeasurableSet A)
    {k : ℝ} (hk : 0 < k) (hprob : μ.real A = k) :
    relVar μ (A.indicator 1) = 1 / k - 1 := by
  have hX : IsFluxSample (A.indicator (1 : Ω → ℝ)) := by
    refine ⟨measurable_one.indicator hA, fun ω => ?_⟩
    by_cases h : ω ∈ A <;> simp [h]
  have hmean : ∫ ω, A.indicator (1 : Ω → ℝ) ω ∂μ = k := by
    rw [integral_indicator_one hA, hprob]
  -- an indicator never takes the value -1
  have hneg : {ω | A.indicator (1 : Ω → ℝ) ω = -1} = ∅ := by
    ext ω
    by_cases h : ω ∈ A <;> norm_num [h]
  apply (relVar_flux_sample hX hk hmean).2.2.mpr
  rw [hneg, measureReal_empty]
```

The proof follows this route: it shows that the indicator is an `IsFluxSample`, computes its mean, and applies the equality case from right to left.

## The opening example by hand

Take $P(X=1) = 0.3$, $P(X=-1) = 0.2$ and $P(X=0) = 0.5$. Then $k = 0.3 - 0.2 = 0.1$ and $P(X \neq 0) = 0.5$, so

$$\mathrm{Var}(X) = 0.5 - 0.01 = 0.49, \qquad \frac{\mathrm{Var}(X)}{k^2} = \frac{0.49}{0.01} = 49.$$

The indicator value is $1/0.1 - 1 = 9$, and the excess is $2 \times 0.2/0.01 = 40$. The two add up to 49.

## Averaging N independent trajectories

Let $Y_1, \dots, Y_N$ be flux samples with $N \ge 1$, common mean $k > 0$ and common probability $q = P(Y_i = -1)$. Each has variance $k + 2q - k^2$. If they are pairwise independent, their covariances vanish and the variances add, so the average $\bar Y = N^{-1}\sum_i Y_i$ satisfies

$$E[\bar Y] = k, \qquad \mathrm{Var}(\bar Y) = \frac{1}{N^2}\,N\,(k + 2q - k^2) = \frac{k + 2q - k^2}{N}.$$

Dividing by $k^2$ and multiplying by $N$ gives

$$N\,\frac{\mathrm{Var}(\bar Y)}{k^2} = \frac1k - 1 + \frac{2q}{k^2}.$$

For a target relative standard error $\varepsilon$, the required number of trajectories is therefore the right-hand side divided by $\varepsilon^2$, rounded up if necessary, and at least one. With the numbers above and $\varepsilon = 0.1$, this is $49/0.01 = 4900$ trajectories, where the indicator formula would suggest 900. The excess over the indicator formula at the same mean is $2q/(k^2\varepsilon^2)$ before rounding, here 4000 trajectories. If the initial conditions are drawn from a correlated Markov chain, the covariances between scores need not vanish, and the required number can differ.

```lean
/-- For N ≥ 1 pairwise independent flux samples with common mean k > 0 and common probability q of a
negative outcome, N times the relative variance of their average is 1/k - 1 + 2q/k². -/
theorem relVar_sample_mean [IsProbabilityMeasure μ] {N : ℕ} (hN : 0 < N)
    {Y : Fin N → Ω → ℝ} (hY : ∀ i, IsFluxSample (Y i))
    (hind : Pairwise fun i j => IndepFun (Y i) (Y j) μ)
    {k q : ℝ} (hk : 0 < k) (hmean : ∀ i, ∫ ω, Y i ω ∂μ = k)
    (hq : ∀ i, μ.real {ω | Y i ω = -1} = q) :
    N * relVar μ (fun ω => (N : ℝ)⁻¹ * ∑ i, Y i ω) = 1 / k - 1 + 2 * q / k ^ 2 := by
  have hN0 : (N : ℝ) ≠ 0 := by exact_mod_cast hN.ne'
  have hk0 : k ≠ 0 := hk.ne'
  have hone : ∀ i, variance (Y i) μ = k + 2 * q - k ^ 2 := fun i => by
    rw [variance_eq (hY i), prob_nonzero_eq (hY i), hmean i, hq i]
  -- variances of independent samples add
  have hsum : variance (fun ω => ∑ i, Y i ω) μ = N * (k + 2 * q - k ^ 2) := by
    have hfun : (fun ω => ∑ i, Y i ω) = ∑ i, Y i := by
      ext ω
      simp [Finset.sum_apply]
    rw [hfun, IndepFun.variance_sum (fun i _ => (hY i).memLp)
      (fun i _ j _ hij => hind hij)]
    simp [hone]
    ring
  -- the average has the same mean as each sample
  have havg : ∫ ω, (N : ℝ)⁻¹ * ∑ i, Y i ω ∂μ = k := by
    rw [integral_const_mul, integral_finsetSum _
      (fun i _ => (hY i).memLp.integrable (by norm_num))]
    simp [hmean, hN0]
  have hvar : variance (fun ω => (N : ℝ)⁻¹ * ∑ i, Y i ω) μ
      = (N : ℝ)⁻¹ ^ 2 * (N * (k + 2 * q - k ^ 2)) := by
    rw [← hsum]
    exact variance_smul (N : ℝ)⁻¹ (fun ω => ∑ i, Y i ω) μ
  rw [relVar, havg, hvar]
  field_simp
  ring

end

end ReactiveFluxSampling
```

The samples are indexed by `Fin N`, so Lean counts them from 0 to $N-1$, and `hind` states the pairwise independence. The steps `hone`, `hsum`, `havg` and `hvar` are, in order, the single-sample variance, the variance of the sum, the mean of the average and the variance of the average. For $N = 1$ the independence condition is empty and the formula is the single-trajectory result. The values $k$ and $q$ are the exact ones; the theorem does not treat the additional uncertainty from estimating them with the same data.

```lean
#print axioms ReactiveFluxSampling.relVar_indicator
#print axioms ReactiveFluxSampling.relVar_sample_mean
```

```
'ReactiveFluxSampling.relVar_indicator' depends on axioms: [propext, Classical.choice, Quot.sound]
'ReactiveFluxSampling.relVar_sample_mean' depends on axioms: [propext, Classical.choice, Quot.sound]
```
